# Discrete variable representation in a polynomial basis: nodes as zeros of the first omitted polynomial, discrete orthogonality and quadrature for $f(J)$

A particle moves in one dimension, and its wavefunction is expanded in $N$ orthonormal functions, function $n$ being a polynomial $p_n$ of degree $n$, with $p_0=1$, times a common normalised envelope. The kinetic energy is often easy in such a basis, while the potential in general needs an integral for each matrix element. The discrete variable representation (DVR) treated here diagonalises the position matrix and evaluates the potential at its eigenvalues. Where do these points lie, and what does a sum over them reproduce?

For a tridiagonal position matrix with nonzero couplings, the points are the real zeros of the first polynomial left out of the basis. Weighted sums over them give orthonormality of the polynomials and, for a polynomial potential $f$, the matrix $f(J)$, where $J$ is the truncated position matrix.

```lean
import Mathlib

open Matrix

namespace JacobiDVR

noncomputable section
```

## Polynomials and the position matrix

Let $a_n$ and $b_n$ be real sequences. When the functions $p_n$ times the envelope are orthonormal, multiplying the recurrence below by the envelope shows that $a_n$ and $b_n$ are matrix elements of position; the theorems use only the recurrence. Starting from $p_0=1$ and $p_1=(x-a_0)/b_0$, the polynomials follow from

$$p_{n+2}(x)=\frac{(x-a_{n+1})\,p_{n+1}(x)-b_n\,p_n(x)}{b_{n+1}}.$$

In Lean, `p a b x n` is the value $p_n(x)$.

```lean
/-- The polynomials of the three-term recurrence with diagonal coefficients `a` and
off-diagonal coefficients `b`, evaluated at the point `x` and starting from `p_0 = 1`. -/
def p (a b : ℕ → ℝ) (x : ℝ) : ℕ → ℝ
  | 0 => 1
  | 1 => (x - a 0) / b 0
  | n + 2 => ((x - a (n + 1)) * p a b x (n + 1) - b n * p a b x n) / b (n + 1)
```

Position couples each basis function to itself with strength $a_i$ and to its upper neighbour with strength $b_i$.

```lean
/-- Matrix element of the position operator between basis functions `i` and `j`. -/
def entry (a b : ℕ → ℝ) (i j : ℕ) : ℝ :=
  (if i = j then a i else 0) + (if i + 1 = j then b i else 0) + (if j + 1 = i then b j else 0)
```

Keeping the indices $0,\dots,N-1$, which form the type `Fin N`, gives $J$.

```lean
/-- The `N` by `N` Jacobi matrix: `a` on the diagonal, `b` next to it. -/
def jacobi (a b : ℕ → ℝ) (N : ℕ) : Matrix (Fin N) (Fin N) ℝ :=
  Matrix.of fun i j => entry a b i j
```

## Nodes and weights

An orthonormal eigenbasis consists of $N$ real vectors $v_i$ with $Jv_i=x_iv_i$ and $v_i\cdot v_j=\delta_{ij}$. The definition is made for any square matrix $A$.

```lean
/-- The vectors `v i` are orthonormal eigenvectors of `A` with eigenvalues `x i`. -/
structure IsEigenbasis {N : ℕ} (A : Matrix (Fin N) (Fin N) ℝ) (x : Fin N → ℝ)
    (v : Fin N → Fin N → ℝ) : Prop where
  eigen : ∀ i, A *ᵥ v i = x i • v i
  ortho : ∀ i j, v i ⬝ᵥ v j = if i = j then 1 else 0
```

Write $v_{i,m}$ for component $m$ of $v_i$. The weight of node $x_i$ is $w_i=v_{i,0}^2$, which does not depend on the sign of the eigenvector.

```lean
/-- The quadrature weight of node `i`: the squared first component of eigenvector `i`. -/
def weight {N : ℕ} (v : Fin N → Fin N → ℝ) (i : Fin N) : ℝ :=
  v i ⟨0, Nat.zero_lt_of_lt i.isLt⟩ ^ 2
```

## The recurrence as a chain of rows

Multiplying out the denominator gives

$$b_np_{n+1}=(x-a_n)p_n-b_{n-1}p_{n-1},$$

with the last term absent for $n=0$. This needs `hb`, the hypothesis that every $b_n$ is nonzero: physically, position links each basis function to the next, and the chain never breaks into uncoupled parts.

```lean
variable {N : ℕ} (a b : ℕ → ℝ)

/-- The three-term recurrence, with the lower neighbour absent for `n = 0`. -/
theorem recurrence (hb : ∀ n, b n ≠ 0) (x : ℝ) (n : ℕ) :
    b n * p a b x (n + 1) =
      (x - a n) * p a b x n - if 0 < n then b (n - 1) * p a b x (n - 1) else 0 := by
  rcases n with _ | k
  · have h := hb 0
    simp only [p, lt_irrefl, if_false, mul_one, sub_zero]
    field_simp
  · have h := hb (k + 1)
    rw [if_pos (Nat.succ_pos k), Nat.add_sub_cancel]
    simp only [p]
    field_simp
```

For any sequence $u$, row $i$ of the matrix product is

$$(Ju)_i=a_iu_i+b_iu_{i+1}+b_{i-1}u_{i-1},$$

where neighbours outside $0,\dots,N-1$ are omitted. The proof splits off the first row and evaluates the sum over the entries.

```lean
/-- Each row of the Jacobi matrix couples a coefficient to itself and to its neighbours. -/
theorem jacobi_mulVec (u : ℕ → ℝ) (i : Fin N) :
    (jacobi a b N *ᵥ fun j => u j) i =
      a i * u i + (if (i : ℕ) + 1 < N then b i * u (i + 1) else 0) +
        (if 0 < (i : ℕ) then b (i - 1) * u (i - 1) else 0) := by
  obtain ⟨i, hi⟩ := i
  have h : (jacobi a b N *ᵥ fun j => u j) ⟨i, hi⟩ =
      ∑ j ∈ Finset.range N, entry a b i j * u j :=
    Fin.sum_univ_eq_sum_range (fun j => entry a b i j * u j) N
  rw [h]
  rcases i with _ | k
  · simp [entry, add_mul, Finset.sum_add_distrib, ite_mul, hi]
  · have hk : k < N := by omega
    simp [entry, add_mul, Finset.sum_add_distrib, ite_mul, hi, hk]
```

Now put $u_n=p_n(x)$. By the recurrence every row gives $x\,p_i$, except that the last lacks its upper neighbour:

$$(Jp)_i=x\,p_i-\delta_{i,N-1}\,b_{N-1}\,p_N.$$

```lean
/-- The vector of polynomial values satisfies the eigenvalue equation up to a residual
in the last row, proportional to the first polynomial left out of the basis. -/
theorem jacobi_residual (hb : ∀ n, b n ≠ 0) (x : ℝ) (i : Fin N) :
    (jacobi a b N *ᵥ fun j => p a b x j) i =
      x * p a b x i - if (i : ℕ) + 1 = N then b i * p a b x (i + 1) else 0 := by
  rw [jacobi_mulVec a b (p a b x) i]
  have key := recurrence a b hb x i
  have hi := i.isLt
  by_cases h : (i : ℕ) + 1 = N
  · rw [if_neg (show ¬ (i : ℕ) + 1 < N by omega), if_pos h]
    linarith
  · rw [if_pos (show (i : ℕ) + 1 < N by omega), if_neg h]
    linarith
```

## Eigenvectors and the zero criterion

Suppose $Jv=xv$. Row $k$, for $k+1<N$, fixes the next component. If $v_j=v_0p_j$ for all $j\le k$, then

$$b_kv_{k+1}=(x-a_k)v_k-b_{k-1}v_{k-1}=v_0b_kp_{k+1},$$

again without the $b_{k-1}$ term at $k=0$. Dividing by $b_k$ gives $v_{k+1}=v_0p_{k+1}$. Lean runs this as a strong induction, after extending $v$ to a sequence; `linear_combination` combines the row with the recurrence.

```lean
/-- Every solution of the eigenvalue equation is its first component times the vector of
polynomial values. -/
theorem eigenvector_eq (hb : ∀ n, b n ≠ 0) {x : ℝ} {v : Fin N → ℝ}
    (hv : jacobi a b N *ᵥ v = x • v) (i : Fin N) :
    v i = v ⟨0, Nat.zero_lt_of_lt i.isLt⟩ * p a b x i := by
  obtain ⟨u, hu⟩ : ∃ u : ℕ → ℝ, ∀ j : Fin N, u j = v j :=
    ⟨fun j => if h : j < N then v ⟨j, h⟩ else 0, fun j => by simp⟩
  have hu' : (fun j : Fin N => u j) = v := funext hu
  -- the rows determine the components one after the other
  have main : ∀ n, n < N → u n = u 0 * p a b x n := by
    intro n
    induction n using Nat.strong_induction_on with
    | _ n ih =>
      intro hn
      rcases n with _ | k
      · simp [p]
      · have hkN : k < N := by omega
        have h1 := jacobi_mulVec a b u ⟨k, hkN⟩
        rw [hu', hv, Pi.smul_apply, smul_eq_mul, ← hu ⟨k, hkN⟩] at h1
        dsimp only at h1
        have h2 := recurrence a b hb x k
        have e1 := ih k (by omega) hkN
        rw [if_pos hn] at h1
        apply mul_left_cancel₀ (hb k)
        by_cases hk : 0 < k
        · have e2 := ih (k - 1) (by omega) (by omega)
          rw [if_pos hk] at h1 h2
          linear_combination -h1 - u 0 * h2 + (x - a k) * e1 - b (k - 1) * e2
        · rw [if_neg hk] at h1 h2
          linear_combination -h1 - u 0 * h2 + (x - a k) * e1
  have h0 := hu ⟨0, Nat.zero_lt_of_lt i.isLt⟩
  rw [← hu i, ← h0]
  exact main i i.isLt
```

A nonzero eigenvector is therefore $c\,(p_0,\dots,p_{N-1})$ with $c\neq0$. Its last row requires $c\,b_{N-1}p_N(x)=0$. Since `hb` gives $b_{N-1}\neq0$, it follows that $p_N(x)=0$. Conversely, if $p_N(x)=0$ the residual vanishes, and the vector of polynomial values is an eigenvector, nonzero because $p_0=1$.

```lean
/-- A point is an eigenvalue of the `N` by `N` Jacobi matrix exactly when it is a zero
of `p_N`. -/
theorem eigenvalue_iff_zero (hb : ∀ n, b n ≠ 0) (x : ℝ) :
    (∃ v : Fin N → ℝ, v ≠ 0 ∧ jacobi a b N *ᵥ v = x • v) ↔ p a b x N = 0 := by
  constructor
  · rintro ⟨v, hv0, hv⟩
    obtain ⟨i, hi⟩ := Function.ne_iff.mp hv0
    have hiN := i.isLt
    obtain ⟨c, hc⟩ : ∃ c : ℝ, v = c • fun j : Fin N => p a b x j :=
      ⟨v ⟨0, by omega⟩, funext fun j => eigenvector_eq a b hb hv j⟩
    have hc0 : c ≠ 0 := by
      rintro rfl
      exact hv0 (by rw [hc, zero_smul])
    -- the last row forces the residual to vanish
    obtain ⟨l, hl⟩ : ∃ l : Fin N, (l : ℕ) + 1 = N :=
      ⟨⟨N - 1, by omega⟩, Nat.sub_add_cancel (by omega)⟩
    have h := congrFun hv l
    rw [hc, Matrix.mulVec_smul] at h
    simp only [Pi.smul_apply, smul_eq_mul] at h
    rw [jacobi_residual a b hb x l, if_pos hl, hl] at h
    have h' : c * (b l * p a b x N) = 0 := by linear_combination -h
    simpa [hc0, hb] using h'
  · intro hp
    have hN : 0 < N := by
      rcases Nat.eq_zero_or_pos N with h | h
      · subst h
        simp [p] at hp
      · exact h
    refine ⟨fun j => p a b x j, fun h => ?_, funext fun i => ?_⟩
    · have h0 := congrFun h ⟨0, hN⟩
      simp [p] at h0
    · rw [jacobi_residual a b hb x i]
      split_ifs with h
      · rw [h, hp]
        simp
      · simp
```

## Completeness and matrix powers

Since $J$ is real and symmetric, the spectral theorem supplies an orthonormal eigenbasis, so the hypothesis `IsEigenbasis` can always be met for $A=J$.

```lean
/-- Every Jacobi matrix has an orthonormal eigenbasis. -/
theorem exists_eigenbasis (N : ℕ) : ∃ x v, IsEigenbasis (jacobi a b N) x v := by
  have hA : (jacobi a b N).IsHermitian := by
    ext i j
    change entry a b j i = entry a b i j
    unfold entry
    by_cases h : (i : ℕ) = j
    · rw [h]
    · rw [if_neg h, if_neg (Ne.symm h)]
      ring
  refine ⟨hA.eigenvalues, fun i => (hA.eigenvectorBasis i).ofLp,
    fun i => hA.mulVec_eigenvectorBasis i, fun i j => ?_⟩
  have h := orthonormal_iff_ite.mp hA.eigenvectorBasis.orthonormal i j
  rw [← h]
  simp [PiLp.inner_apply, dotProduct, mul_comm]
```

Let $V$ have the $v_i$ as rows. Orthonormality says $VV^{T}=1$; as $V$ is square, $V^{T}V=1$, so $\sum_iv_{i,m}v_{i,n}=\delta_{mn}$. This is the case $k=0$ of $\sum_ix_i^kv_{i,m}v_{i,n}=(A^k)_{mn}$. The induction step is

$$(A^{k+1})_{mn}=\sum_i\Big(\sum_lA_{ml}v_{i,l}\Big)x_i^kv_{i,n}=\sum_ix_i^{k+1}v_{i,m}v_{i,n}.$$

```lean
/-- For a matrix with an orthonormal eigenbasis, the entries of its powers are sums over eigenvalues
and eigenvector components. -/
theorem spectral_pow {A : Matrix (Fin N) (Fin N) ℝ} {x : Fin N → ℝ}
    {v : Fin N → Fin N → ℝ} (h : IsEigenbasis A x v) (k : ℕ) (m n : Fin N) :
    ∑ i, x i ^ k * (v i m * v i n) = (A ^ k) m n := by
  induction k generalizing m with
  | zero =>
    -- orthonormal rows of a square matrix give orthonormal columns
    have h1 : Matrix.of v * (Matrix.of v)ᵀ = 1 := by
      ext i j
      rw [Matrix.one_apply]
      exact h.ortho i j
    have h3 : (Matrix.of v)ᵀ * Matrix.of v = 1 := mul_eq_one_comm.mp h1
    have h2 := congrArg (fun M : Matrix (Fin N) (Fin N) ℝ => M m n) h3
    simpa [Matrix.mul_apply] using h2
  | succ k ih =>
    rw [pow_succ', Matrix.mul_apply]
    simp_rw [← ih, Finset.mul_sum]
    rw [Finset.sum_comm]
    refine Finset.sum_congr rfl fun i _ => ?_
    have he : ∑ l, A m l * v i l = x i * v i m := congrFun (h.eigen i) m
    calc x i ^ (k + 1) * (v i m * v i n)
        = (∑ l, A m l * v i l) * (x i ^ k * v i n) := by rw [he]; ring
      _ = _ := by
        rw [Finset.sum_mul]
        exact Finset.sum_congr rfl fun l _ => by ring
```

## Sums over the nodes

Because $v_{i,m}=v_{i,0}\,p_m(x_i)$, we have $w_ip_m(x_i)p_n(x_i)=v_{i,m}v_{i,n}$. For $f(x)=\sum_kc_kx^k$, linearity gives

$$\sum_iw_if(x_i)p_m(x_i)p_n(x_i)=\sum_kc_k(J^k)_{mn}=f(J)_{mn}.$$

In Lean, $f(J)$ is `Polynomial.aeval (jacobi a b N) f`. It is built from the truncated position matrix and can differ from the truncation of the exact potential matrix; no integrals enter the theorem, and no bound on that difference is given.

```lean
/-- For a polynomial potential `f`, quadrature over the nodes gives the matrix elements
of `f` evaluated at the Jacobi matrix. -/
theorem quadrature_eq_aeval (hb : ∀ n, b n ≠ 0) {x : Fin N → ℝ} {v : Fin N → Fin N → ℝ}
    (h : IsEigenbasis (jacobi a b N) x v) (f : Polynomial ℝ) (m n : Fin N) :
    ∑ i, weight v i * f.eval (x i) * p a b (x i) m * p a b (x i) n =
      (Polynomial.aeval (jacobi a b N) f) m n := by
  -- weights and polynomial values combine into eigenvector components
  have hw : ∀ i, weight v i * f.eval (x i) * p a b (x i) m * p a b (x i) n =
      f.eval (x i) * (v i m * v i n) := by
    intro i
    rw [eigenvector_eq a b hb (h.eigen i) m, eigenvector_eq a b hb (h.eigen i) n, weight]
    ring
  rw [Finset.sum_congr rfl fun i _ => hw i, Polynomial.aeval_eq_sum_range, Matrix.sum_apply]
  simp_rw [Matrix.smul_apply, ← spectral_pow h, Polynomial.eval_eq_sum_range, smul_eq_mul,
    Finset.sum_mul, Finset.mul_sum]
  rw [Finset.sum_comm]
  exact Finset.sum_congr rfl fun k _ => Finset.sum_congr rfl fun i _ => by ring
```

Taking $f=1$ gives discrete orthogonality, $\sum_iw_ip_m(x_i)p_n(x_i)=\delta_{mn}$ for $m,n<N$.

```lean
/-- Discrete orthogonality: the first `N` polynomials are orthonormal under the weighted
sum over the `N` nodes. -/
theorem discrete_orthogonality (hb : ∀ n, b n ≠ 0) {x : Fin N → ℝ}
    {v : Fin N → Fin N → ℝ} (h : IsEigenbasis (jacobi a b N) x v) (m n : Fin N) :
    ∑ i, weight v i * p a b (x i) m * p a b (x i) n = if m = n then 1 else 0 := by
  simpa [Matrix.one_apply] using quadrature_eq_aeval a b hb h 1 m n
```

Taking $f(x)=x$ returns the position matrix itself.

```lean
/-- Quadrature over the nodes reproduces the position matrix in the polynomial basis. -/
theorem position_matrix (hb : ∀ n, b n ≠ 0) {x : Fin N → ℝ}
    {v : Fin N → Fin N → ℝ} (h : IsEigenbasis (jacobi a b N) x v) (m n : Fin N) :
    ∑ i, weight v i * x i * p a b (x i) m * p a b (x i) n = jacobi a b N m n := by
  simpa using quadrature_eq_aeval a b hb h Polynomial.X m n

end

end JacobiDVR
```

```lean
#print axioms JacobiDVR.eigenvalue_iff_zero
#print axioms JacobiDVR.exists_eigenbasis
#print axioms JacobiDVR.discrete_orthogonality
#print axioms JacobiDVR.position_matrix
```

```
'JacobiDVR.eigenvalue_iff_zero' depends on axioms: [propext, Classical.choice, Quot.sound]
'JacobiDVR.exists_eigenbasis' depends on axioms: [propext, Classical.choice, Quot.sound]
'JacobiDVR.discrete_orthogonality' depends on axioms: [propext, Classical.choice, Quot.sound]
'JacobiDVR.position_matrix' depends on axioms: [propext, Classical.choice, Quot.sound]
```
